# Power-law activation strain: with the same strain curve, a deeper interaction curve gives a weaker interaction at the transition state

Suppose two related reactions are compared only at their transition states. The one with the lower barrier shows less strain there and also a weaker interaction between the reactants. The natural reading is that its barrier is lower because its reactants are easier to deform, and in spite of a poorer interaction. That reading can be wrong. The two reactions may have the same strain curve, and the one with the lower barrier may have the stronger interaction at every point of the path beyond the separate reactants.

In activation strain analysis the energy along a reaction path is split into two parts. The strain is the energy needed to deform the separate reactants to the geometries they have at that point of the path. The interaction is the energy change when the deformed reactants are brought together, negative when it is stabilising. Let $x \ge 0$ measure progress from the separate reactants at $x = 0$, and take

$$E(x) = k x^a - g x^b, \qquad k, g > 0, \quad 0 < a < b.$$

The first term is the strain and the second the interaction. The signs of $k$ and $g$ say that deformation costs energy and that the interaction is stabilising. The condition $a < b$ says that strain dominates early and interaction late, so the energy first rises and then falls. For such curves the pattern that invites the misreading always appears: if $g$ increases at fixed $k$, $a$ and $b$, the interaction becomes stronger at every fixed $x > 0$ and the barrier falls, yet the interaction at the transition state becomes weaker.

## Locating the maximum and following it as $g$ grows

At a stationary point with $x > 0$ the slopes of strain and interaction cancel, $a k x^{a-1} = b g x^{b-1}$. Multiplying by $x$ gives the balance condition

$$a k x^a = b g x^b, \qquad\text{so}\qquad x_* = \left(\frac{a k}{b g}\right)^{1/(b-a)}.$$

To see that $x_*$ is the highest point of the whole path, write any other point as $y = t x_*$ with $t \ge 0$ and $t \ne 1$. Then

$$a\,[E(x_*) - E(t x_*)] = a k x_*^a (1 - t^a) - a g x_*^b (1 - t^b).$$

The balance condition replaces $a k x_*^a$ by $b g x_*^b$, which leaves

$$a\,[E(x_*) - E(t x_*)] = g x_*^b\,\big[a t^b + (b - a) - b t^a\big].$$

The bracket is positive by Bernoulli's inequality, $(1+s)^p > 1 + p s$ for $s \ge -1$, $s \ne 0$ and $p > 1$. With $s = t^a - 1$ and $p = b/a$ it reads $t^b > 1 + \frac{b}{a}(t^a - 1)$, and multiplication by $a$ gives $a t^b + (b - a) > b t^a$. Hence $x_*$ lies strictly above every other point, and it is the only transition state.

The balance condition also fixes the interaction there and, since $E(0) = 0$, the barrier:

$$-g x_*^b = -\frac{a}{b}\, k x_*^a, \qquad E(x_*) = \left(1 - \frac{a}{b}\right) k x_*^a.$$

Both are fixed multiples of the strain at $x_*$. A larger $g$ makes $x_*$ smaller. The strain curve has not changed, so the strain at the new, earlier transition state is smaller, and the barrier and the magnitude of the interaction shrink in proportion.

For quadratic strain and cubic interaction, $a = 2$ and $b = 3$, the results are

$$x_* = \frac{2k}{3g}, \qquad k x_*^2 = \frac{4k^3}{9g^2}, \qquad -g x_*^3 = -\frac{8k^3}{27g^2}, \qquad E(x_*) = \frac{4k^3}{27g^2}.$$

The limit $g \to \infty$ shows the contrast at its sharpest. At any fixed $x > 0$ the interaction $-g x^3$ tends to $-\infty$, while the interaction at the transition state tends to zero as $g^{-2}$. This limit is read off the formulas and has no Lean statement below.

## Two reactions in numbers

In an electronic-structure calculation the decomposition can be made at a series of geometries along the reaction path, not only at the transition state. At each geometry the reactants are computed separately in their deformed shapes, and their energies relative to the relaxed reactants give the strain. Subtracting the strain from the total relative energy gives the interaction. The result bears on how such curves are compared between reactions, within a model of one coordinate, power-law curves and a shared strain.

Take quadratic strain and cubic interaction, $a = 2$ and $b = 3$, with $k = 3$ for both reactions, and $g = 1$ for reaction A and $g = 2$ for reaction B, energies in kcal/mol and $x$ dimensionless.

| Reaction and point | $x$ | Strain | Interaction | Total |
|---|---|---|---|---|
| A at its transition state | 2 | 12 | −8 | 4 |
| B at its transition state | 1 | 3 | −2 | 1 |
| A at the same $x$ as B | 1 | 3 | −1 | 2 |

From the first two rows, B has a barrier lower by 3, made up of 9 less strain and 6 less stabilisation. This looks like a strain effect. The last two rows compare the reactions at the same $x$: the strain is equal, and B is lower because its interaction is stronger.

## Energies and transition states in Lean

The coordinate, the energies and the exponents are all real numbers, so the powers in the definitions are real powers.

```lean
import Mathlib

namespace ActivationStrain

noncomputable section

/-- Strain energy `k x^a` of the deformed reactants at reaction coordinate `x ≥ 0`. -/
def strain (k a x : ℝ) : ℝ := k * x ^ a
```

The letter $k$ is a strain coefficient, not a rate constant. For $a = 2$ the harmonic force constant is $2k$, because no factor $\tfrac12$ is included.

```lean
/-- Interaction energy `-g x^b` between the deformed reactants at reaction coordinate `x ≥ 0`. -/
def interaction (g b x : ℝ) : ℝ := -(g * x ^ b)
```

The minus sign is part of the definition of `interaction`, so a stronger interaction is a smaller, more negative number.

```lean
/-- Energy profile of the reaction: strain plus interaction. -/
def profile (k g a b x : ℝ) : ℝ := strain k a x + interaction g b x
```

The function `profile` is $E(x)$ above.

```lean
/-- A transition state is a point of the path `x ≥ 0` at which the profile is highest. -/
def IsTransitionState (k g a b x : ℝ) : Prop :=
  0 ≤ x ∧ ∀ y, 0 ≤ y → profile k g a b y ≤ profile k g a b x
```

In quantum chemistry a transition state is a saddle point on a surface of many coordinates. Here the term means a coordinate value on a one-dimensional path at which the energy is highest. The definition compares $x$ with every $y \ge 0$, so it asks for a global maximum and uses no derivatives. The model has no product minimum: beyond the maximum the energy keeps falling.

```lean
/-- The coordinate `(a k / (b g))^(1/(b-a))`, for `k, g > 0` and `0 < a < b`. -/
def tsPosition (k g a b : ℝ) : ℝ := (a * k / (b * g)) ^ (1 / (b - a))
```

This is $x_*$. As a definition it is only a formula; that it is the transition state is proved below.

## From Bernoulli's inequality to a unique maximum

```lean
/-- For exponents `0 < a < b` and a ratio `t ≥ 0` of coordinates other than `1`,
`b t^a` is less than `a t^b + (b - a)`. -/
theorem power_inequality {a b t : ℝ} (ha : 0 < a) (hab : a < b) (ht : 0 ≤ t) (ht1 : t ≠ 1) :
    b * t ^ a < a * t ^ b + (b - a) := by
  have hne : t ^ a - 1 ≠ 0 := by
    intro h
    apply ht1
    have h1 : t ^ a = 1 := by linarith
    rw [← Real.rpow_rpow_inv ht ha.ne', h1, Real.one_rpow]
  have hs : -1 ≤ t ^ a - 1 := by linarith [Real.rpow_nonneg ht a]
  -- Bernoulli's inequality with exponent b / a
  have hB := one_add_mul_self_lt_rpow_one_add hs hne ((one_lt_div ha).2 hab)
  have hpow : (1 + (t ^ a - 1)) ^ (b / a) = t ^ b := by
    rw [add_sub_cancel, ← Real.rpow_mul ht, mul_div_cancel₀ b ha.ne']
  rw [hpow] at hB
  have h2 := mul_lt_mul_of_pos_left hB ha
  have h3 : a * (1 + b / a * (t ^ a - 1)) = a + b * (t ^ a - 1) := by
    field_simp
  linarith
```

This is the positivity of the bracket in the derivation. The facts `hne` and `hs` supply the two conditions on $s = t^a - 1$: it is nonzero, since $t^a = 1$ would force $t = 1$, and it is at least $-1$. Bernoulli's inequality enters as `hB`, and `hpow` simplifies $(t^a)^{b/a}$ to $t^b$. The remaining lines multiply by $a$ and rearrange.

```lean
/-- For `g > 0` and `0 < a < b`, a point `x > 0` where the strain and interaction forces balance
lies strictly higher on the profile than every other point of the path. -/
theorem profile_lt_of_balance {k g a b x y : ℝ} (hg : 0 < g) (ha : 0 < a) (hab : a < b)
    (hx : 0 < x) (hbal : a * (k * x ^ a) = b * (g * x ^ b)) (hy : 0 ≤ y) (hyx : y ≠ x) :
    profile k g a b y < profile k g a b x := by
  -- measure y in units of x
  obtain ⟨t, ht, rfl⟩ : ∃ t, 0 ≤ t ∧ y = t * x :=
    ⟨y / x, div_nonneg hy hx.le, (div_mul_cancel₀ y hx.ne').symm⟩
  have ht1 : t ≠ 1 := by
    rintro rfl
    exact hyx (one_mul x)
  have hpos : 0 < g * x ^ b * (a * t ^ b + (b - a) - b * t ^ a) :=
    mul_pos (mul_pos hg (Real.rpow_pos_of_pos hx b))
      (sub_pos.2 (power_inequality ha hab ht ht1))
  have key : a * (profile k g a b x - profile k g a b (t * x))
      = g * x ^ b * (a * t ^ b + (b - a) - b * t ^ a) := by
    unfold profile strain interaction
    rw [Real.mul_rpow ht hx.le, Real.mul_rpow ht hx.le]
    linear_combination (1 - t ^ a) * hbal
  rw [← key] at hpos
  exact sub_pos.1 ((mul_pos_iff_of_pos_left ha).1 hpos)
```

The hypothesis `hbal` is the balance condition at a point $x > 0$. The conclusion is that every other point of the path has strictly lower energy. The proof first writes $y$ as $t x$. The identity `key` is the displayed formula for $a\,[E(x) - E(t x)]$, and `linear_combination (1 - t ^ a) * hbal` is the replacement of $a k x^a$ by $b g x^b$, multiplied by the factor $1 - t^a$ that accompanies it. The right-hand side is positive by the previous lemma, and the positive factor $a$ is then removed.

```lean
/-- For `k, g > 0` and `0 < a < b`, the coordinate `tsPosition` is positive and the strain and
interaction forces balance there. -/
theorem tsPosition_balance {k g a b : ℝ} (hk : 0 < k) (hg : 0 < g) (ha : 0 < a) (hab : a < b) :
    0 < tsPosition k g a b ∧
      a * (k * tsPosition k g a b ^ a) = b * (g * tsPosition k g a b ^ b) := by
  have hb : 0 < b := ha.trans hab
  have hc : 0 < a * k / (b * g) := by positivity
  have hx : 0 < tsPosition k g a b := Real.rpow_pos_of_pos hc _
  refine ⟨hx, ?_⟩
  have h1 : tsPosition k g a b ^ (b - a) = a * k / (b * g) := by
    unfold tsPosition
    rw [← Real.rpow_mul hc.le, one_div_mul_cancel (sub_pos.2 hab).ne', Real.rpow_one]
  have h2 : tsPosition k g a b ^ b = a * k / (b * g) * tsPosition k g a b ^ a := by
    rw [← h1, ← Real.rpow_add hx, sub_add_cancel]
  rw [h2]
  field_simp
```

Here the explicit coordinate is shown to be positive and to satisfy the balance condition. The step `h1` raises the definition to the power $b - a$, giving $x_*^{b-a} = ak/(bg)$. Multiplying by $x_*^a$ gives `h2`, from which the balance follows by clearing denominators.

```lean
/-- For `k, g > 0` and `0 < a < b`, the profile has exactly one transition state, and it lies
at `tsPosition`. -/
theorem isTransitionState_iff {k g a b : ℝ} (hk : 0 < k) (hg : 0 < g) (ha : 0 < a)
    (hab : a < b) (x : ℝ) : IsTransitionState k g a b x ↔ x = tsPosition k g a b := by
  obtain ⟨hp, hbal⟩ := tsPosition_balance hk hg ha hab
  constructor
  · rintro ⟨hx, hmax⟩
    by_contra hne
    exact not_lt_of_ge (hmax _ hp.le) (profile_lt_of_balance hg ha hab hp hbal hx hne)
  · rintro rfl
    refine ⟨hp.le, fun y hy => ?_⟩
    by_cases h : y = tsPosition k g a b
    · rw [h]
    · exact (profile_lt_of_balance hg ha hab hp hbal hy h).le
```

The equivalence contains existence, uniqueness and position together. From left to right, a transition state elsewhere would lie strictly below `tsPosition`, which contradicts its being highest. From right to left, every $y \ge 0$ either equals `tsPosition` or lies strictly below it.

## The comparison of two reactions

```lean
/-- For `k, g > 0` and `0 < a < b`, the interaction at the transition state is `-(a/b)` times
the strain there. -/
theorem interaction_at_transitionState {k g a b x : ℝ} (hk : 0 < k) (hg : 0 < g) (ha : 0 < a)
    (hab : a < b) (hx : IsTransitionState k g a b x) :
    interaction g b x = -(a / b) * strain k a x := by
  have hb : b ≠ 0 := (ha.trans hab).ne'
  rw [(isTransitionState_iff hk hg ha hab x).1 hx]
  have hbal := (tsPosition_balance hk hg ha hab).2
  unfold interaction strain
  apply mul_left_cancel₀ hb
  have h : b * (-(a / b) * (k * tsPosition k g a b ^ a))
      = -(a * (k * tsPosition k g a b ^ a)) := by
    field_simp
  rw [h, hbal]
  ring
```

This is the relation $-g x_*^b = -(a/b)\, k x_*^a$, stated for any $x$ that is a transition state. The proof replaces $x$ by the explicit position, multiplies both sides by $b$ and uses the balance condition.

```lean
/-- Two reactions share the strain `k x^a` and have interactions `-g₁ x^b` and `-g₂ x^b`, with
`k > 0`, `0 < g₁ < g₂` and `0 < a < b`. The second has the stronger interaction at every fixed
`x > 0` and the lower barrier, but an earlier transition state with a weaker interaction there. -/
theorem transitionState_comparison_misleads {k g₁ g₂ a b x₁ x₂ : ℝ} (hk : 0 < k) (hg₁ : 0 < g₁)
    (hg : g₁ < g₂) (ha : 0 < a) (hab : a < b)
    (h₁ : IsTransitionState k g₁ a b x₁) (h₂ : IsTransitionState k g₂ a b x₂) :
    (∀ x, 0 < x → interaction g₂ b x < interaction g₁ b x) ∧
      profile k g₂ a b x₂ < profile k g₁ a b x₁ ∧
      x₂ < x₁ ∧ interaction g₁ b x₁ < interaction g₂ b x₂ := by
  have hb : 0 < b := ha.trans hab
  have hg₂ : 0 < g₂ := hg₁.trans hg
  have hi₁ := interaction_at_transitionState hk hg₁ ha hab h₁
  have hi₂ := interaction_at_transitionState hk hg₂ ha hab h₂
  -- the stronger interaction pulls the transition state to smaller x
  have hx : x₂ < x₁ := by
    rw [(isTransitionState_iff hk hg₁ ha hab x₁).1 h₁,
      (isTransitionState_iff hk hg₂ ha hab x₂).1 h₂]
    unfold tsPosition
    apply Real.rpow_lt_rpow (by positivity) _ (one_div_pos.2 (sub_pos.2 hab))
    exact div_lt_div_of_pos_left (mul_pos ha hk) (mul_pos hb hg₁)
      (mul_lt_mul_of_pos_left hg hb)
  -- so less strain has built up there
  have hs : strain k a x₂ < strain k a x₁ :=
    mul_lt_mul_of_pos_left (Real.rpow_lt_rpow h₂.1 hx ha) hk
  have hr : 0 < a / b := div_pos ha hb
  have hr1 : 0 < 1 - a / b := sub_pos.2 ((div_lt_one hb).2 hab)
  refine ⟨fun x hx0 => ?_, ?_, hx, ?_⟩
  · exact neg_lt_neg (mul_lt_mul_of_pos_right hg (Real.rpow_pos_of_pos hx0 b))
  · unfold profile
    rw [hi₁, hi₂]
    linarith [mul_lt_mul_of_pos_left hs hr1]
  · rw [hi₁, hi₂]
    linarith [mul_lt_mul_of_pos_left hs hr]
```

The two reactions share `k`, `a` and `b` and differ only in $g_1 < g_2$. Their transition states are $x_1$ and $x_2$, which exist by the equivalence above. The theorem has four conclusions:

- At every fixed $x > 0$ the second reaction has the more negative interaction.
- The second reaction has the lower barrier.
- Its transition state comes earlier, $x_2 < x_1$.
- Its interaction at the transition state is less negative than that of the first reaction.

The first and last conclusions give opposite rankings of the two interactions, and both are correct statements about the same pair of curves.

The proof follows the argument in $g$. The step `hx` compares the two explicit positions: a larger $g$ gives a smaller quotient $ak/(bg)$, and the positive power $1/(b-a)$ preserves the order. The step `hs` turns the earlier position into a smaller strain. The relations `hi₁` and `hi₂` express both interactions through the strain, so that each barrier is $(1 - a/b)$ times the strain and each interaction is $-(a/b)$ times it. Multiplying `hs` by these positive fractions gives the second and fourth conclusions.

The step from this theorem to a pair of real reactions is the assumption that their computed curves, plotted against a common coordinate, have these power-law forms with the same strain and the same interaction exponent $b$. Where the strain curves differ as well, the theorem does not say which term is responsible for the difference in barriers.

## Quadratic strain with cubic interaction

```lean
/-- For `k, g > 0`, strain `k x^2` and interaction `-g x^3` give a single transition state, at
`x = 2k/(3g)`, with barrier `4k^3/(27g^2)` and interaction `-8k^3/(27g^2)`. -/
theorem quadratic_strain_cubic_interaction {k g : ℝ} (hk : 0 < k) (hg : 0 < g) :
    (∀ x, IsTransitionState k g 2 3 x ↔ x = 2 * k / (3 * g)) ∧
      profile k g 2 3 (2 * k / (3 * g)) = 4 * k ^ 3 / (27 * g ^ 2) ∧
      interaction g 3 (2 * k / (3 * g)) = -(8 * k ^ 3 / (27 * g ^ 2)) := by
  have h2 (x : ℝ) : x ^ (2 : ℝ) = x ^ 2 := by exact_mod_cast Real.rpow_natCast x 2
  have h3 (x : ℝ) : x ^ (3 : ℝ) = x ^ 3 := by exact_mod_cast Real.rpow_natCast x 3
  have hp : tsPosition k g 2 3 = 2 * k / (3 * g) := by
    unfold tsPosition
    rw [show (1 : ℝ) / (3 - 2) = 1 by norm_num, Real.rpow_one]
  refine ⟨fun x => ?_, ?_, ?_⟩
  · rw [isTransitionState_iff hk hg (by norm_num) (by norm_num), hp]
  · unfold profile strain interaction
    rw [h2, h3]
    field_simp
    ring
  · unfold interaction
    rw [h3]
    field_simp
    norm_num

end

end ActivationStrain
```

The first conclusion places the only transition state at $2k/(3g)$, and the other two give the barrier and the interaction there. In the proof, `h2` and `h3` identify the real powers with exponents 2 and 3 with the ordinary square and cube. The position follows from the general formula because $1/(b-a) = 1$, and the two energies follow by substitution.

```lean
#print axioms ActivationStrain.interaction_at_transitionState
#print axioms ActivationStrain.transitionState_comparison_misleads
#print axioms ActivationStrain.quadratic_strain_cubic_interaction
```

```
'ActivationStrain.interaction_at_transitionState' depends on axioms: [propext, Classical.choice, Quot.sound]
'ActivationStrain.transitionState_comparison_misleads' depends on axioms: [propext, Classical.choice, Quot.sound]
'ActivationStrain.quadratic_strain_cubic_interaction' depends on axioms: [propext, Classical.choice, Quot.sound]
```
